# For unitary U, per-step errors in Risbo's recursion at most add up in operator norm

## Coupling one more spin-½

Let $e_0,\dots,e_n$ be the standard basis of $\mathbb C^{n+1}$, the state space of spin $n/2$. Read $e_k$ as the normalised symmetric state of $n$ spins-½ with $k$ of them down. Splitting off one spin gives, for $n\ge1$,

$$V_n e_k=\sqrt{\tfrac{n-k}{n}}\;e_k\otimes\uparrow+\sqrt{\tfrac{k}{n}}\;e_{k-1}\otimes\downarrow .$$

The squared amplitudes are the probabilities that this spin is up or down. The absent vectors $e_n\otimes\uparrow$ and $e_{-1}\otimes\downarrow$ carry amplitude zero.

For a $2\times2$ matrix $U$, the Risbo step takes an $n\times n$ matrix $A$ to $R_n(A)=V_n^\dagger(A\otimes U)V_n$, of size $n+1$. The exact recursion is $D_0=1$, $D_{k+1}=R_{k+1}(D_k)$. Throughout, $\|\cdot\|$ is the operator norm belonging to the Euclidean vector norm.

## The error bound

Let $U$ be unitary, and let the computed matrices $C_k$ satisfy $\|C_{k+1}-R_{k+1}(C_k)\|\le\varepsilon_k$ for $k<N$. Then

$$\|C_N-D_N\|\le\|C_0-1\|+\sum_{k=0}^{N-1}\varepsilon_k .$$

With $C_0=1$ and all $\varepsilon_k=\varepsilon$, the bound is $N\varepsilon$. For spin rotation matrices computed by this recursion, a bound on the operator-norm error of each step thus gives a bound on the total error.

## Derivation

**Isometry.** Different columns of $V_n$ have disjoint supports, so they are orthogonal. Column $k$ has squared length $\frac{n-k}{n}+\frac kn=1$. Hence $V_n^\dagger V_n=1$, and $\|V_n\|^2=\|V_n^\dagger V_n\|=1$.

**Tensor factor.** Cut $x\in\mathbb C^n\otimes\mathbb C^2$ into slices $x^{(s)}$ with $s=\uparrow,\downarrow$. Then

$$\|(A\otimes1)x\|^2=\sum_s\|Ax^{(s)}\|^2\le\|A\|^2\sum_s\|x^{(s)}\|^2=\|A\|^2\|x\|^2 .$$

Since $(1\otimes U)^\dagger(1\otimes U)=1\otimes U^\dagger U=1$, also $\|1\otimes U\|\le1$. From $A\otimes U=(A\otimes1)(1\otimes U)$ follows $\|A\otimes U\|\le\|A\|$.

**One step.** Therefore $\|R_n(A)\|\le\|V_n^\dagger\|\,\|A\otimes U\|\,\|V_n\|\le\|A\|$. As $R_n$ is linear, $\|R_n(A)-R_n(B)\|\le\|A-B\|$.

**Accumulation.** Write

$$C_{k+1}-D_{k+1}=\bigl[C_{k+1}-R_{k+1}(C_k)\bigr]+\bigl[R_{k+1}(C_k)-R_{k+1}(D_k)\bigr].$$

The first bracket is at most $\varepsilon_k$, the second at most $\|C_k-D_k\|$. Induction gives the sum.

**Sharpness.** For $U=1$, $R_n(c\,1)=c\,V_n^\dagger V_n=c\,1$. With $\varepsilon\ge0$, the sequence $C_k=(1+k\varepsilon)1$ errs by exactly $\varepsilon$ per step and by $N\varepsilon$ after $N$ steps.

## The smallest step

For $n=1$, $V_1e_0=e_0\otimes\uparrow$ and $V_1e_1=e_0\otimes\downarrow$, so $D_1=R_1(1)=U$.

## The Lean file

```lean
import Mathlib

open Matrix
open scoped Kronecker Matrix.Norms.L2Operator

namespace RisboStability

noncomputable section

section OperatorNorm

variable {m n p : Type*} [Fintype m] [Fintype n] [Fintype p] [DecidableEq n] [DecidableEq p]

/-- The squared length of `A x` is at most `‖A‖²` times the squared length of `x`, where `‖A‖`
is the L2 operator norm. -/
theorem sum_sq_mulVec_le (A : Matrix m n ℂ) (x : n → ℂ) :
    ∑ i, ‖(A *ᵥ x) i‖ ^ 2 ≤ ‖A‖ ^ 2 * ∑ j, ‖x j‖ ^ 2 := by
  have h : ‖(WithLp.toLp 2 (A *ᵥ x) : EuclideanSpace ℂ m)‖
      ≤ ‖A‖ * ‖(WithLp.toLp 2 x : EuclideanSpace ℂ n)‖ :=
    Matrix.l2_opNorm_mulVec A (WithLp.toLp 2 x)
  have e1 : ‖(WithLp.toLp 2 (A *ᵥ x) : EuclideanSpace ℂ m)‖ ^ 2 = ∑ i, ‖(A *ᵥ x) i‖ ^ 2 := by
    rw [EuclideanSpace.norm_eq]
    exact Real.sq_sqrt (Finset.sum_nonneg fun _ _ => sq_nonneg _)
  have e2 : ‖(WithLp.toLp 2 x : EuclideanSpace ℂ n)‖ ^ 2 = ∑ j, ‖x j‖ ^ 2 := by
    rw [EuclideanSpace.norm_eq]
    exact Real.sq_sqrt (Finset.sum_nonneg fun _ _ => sq_nonneg _)
  rw [← e1, ← e2, ← mul_pow]
  exact pow_le_pow_left₀ (norm_nonneg _) h 2

/-- If `A` stretches squared lengths by at most `c²` with `c ≥ 0`, its L2 operator norm is at
most `c`. -/
theorem opNorm_le_of_sum_sq (A : Matrix m n ℂ) (c : ℝ) (hc : 0 ≤ c)
    (h : ∀ x : n → ℂ, ∑ i, ‖(A *ᵥ x) i‖ ^ 2 ≤ c ^ 2 * ∑ j, ‖x j‖ ^ 2) : ‖A‖ ≤ c := by
  rw [Matrix.l2_opNorm_def]
  refine ContinuousLinearMap.opNorm_le_bound _ hc fun (x : EuclideanSpace ℂ n) => ?_
  change ‖(WithLp.toLp 2 (A *ᵥ WithLp.ofLp x) : EuclideanSpace ℂ m)‖ ≤ c * ‖x‖
  have e1 : ‖(WithLp.toLp 2 (A *ᵥ WithLp.ofLp x) : EuclideanSpace ℂ m)‖ ^ 2
      = ∑ i, ‖(A *ᵥ WithLp.ofLp x) i‖ ^ 2 := by
    rw [EuclideanSpace.norm_eq]
    exact Real.sq_sqrt (Finset.sum_nonneg fun _ _ => sq_nonneg _)
  have e2 : ‖x‖ ^ 2 = ∑ j, ‖WithLp.ofLp x j‖ ^ 2 := by
    rw [EuclideanSpace.norm_eq]
    exact Real.sq_sqrt (Finset.sum_nonneg fun _ _ => sq_nonneg _)
  refine (sq_le_sq₀ (norm_nonneg _) (mul_nonneg hc (norm_nonneg _))).mp ?_
  rw [e1, mul_pow, e2]
  exact h _

/-- A matrix with `V† V = 1` has L2 operator norm at most one. -/
theorem norm_le_one_of_isometry (V : Matrix m n ℂ) (h : Vᴴ * V = 1) : ‖V‖ ≤ 1 := by
  have h1 : ‖(1 : Matrix n n ℂ)‖ ≤ 1 :=
    opNorm_le_of_sum_sq _ _ zero_le_one (fun x => by simp)
  -- the C* identity
  have h2 : ‖Vᴴ * V‖ = ‖V‖ * ‖V‖ := Matrix.l2_opNorm_conjTranspose_mul_self V
  rw [h] at h2
  nlinarith [h1, h2]

/-- Tensoring with the identity on a second factor does not increase the L2 operator norm. -/
theorem norm_kronecker_one_le (A : Matrix m n ℂ) :
    ‖A ⊗ₖ (1 : Matrix p p ℂ)‖ ≤ ‖A‖ := by
  refine opNorm_le_of_sum_sq _ _ (norm_nonneg _) fun x => ?_
  -- `A ⊗ 1` acts as `A` on each slice of `x` along the second factor
  have key : ∀ (i : m) (s : p),
      ((A ⊗ₖ (1 : Matrix p p ℂ)) *ᵥ x) (i, s) = (A *ᵥ fun j => x (j, s)) i := by
    intro i s
    simp [Matrix.mulVec, dotProduct, Fintype.sum_prod_type, Matrix.kroneckerMap_apply,
      Matrix.one_apply]
  calc ∑ a, ‖((A ⊗ₖ (1 : Matrix p p ℂ)) *ᵥ x) a‖ ^ 2
      = ∑ s, ∑ i, ‖(A *ᵥ fun j => x (j, s)) i‖ ^ 2 := by
        rw [Fintype.sum_prod_type_right]
        simp only [key]
    _ ≤ ∑ s, ‖A‖ ^ 2 * ∑ j, ‖x (j, s)‖ ^ 2 :=
        Finset.sum_le_sum fun s _ => sum_sq_mulVec_le A (fun j => x (j, s))
    _ = ‖A‖ ^ 2 * ∑ a, ‖x a‖ ^ 2 := by
        rw [← Finset.mul_sum, Fintype.sum_prod_type_right]

/-- Tensoring with a unitary on a second factor does not increase the L2 operator norm. -/
theorem norm_kronecker_unitary_le (A : Matrix m n ℂ) {U : Matrix p p ℂ}
    (hU : U ∈ Matrix.unitaryGroup p ℂ) : ‖A ⊗ₖ U‖ ≤ ‖A‖ := by
  have hs : star U * U = 1 := Matrix.mem_unitaryGroup_iff'.mp hU
  have hU' : Uᴴ * U = 1 := hs
  have hct : ((1 : Matrix n n ℂ) ⊗ₖ U)ᴴ = (1 : Matrix n n ℂ)ᴴ ⊗ₖ Uᴴ := by
    ext ⟨i, s⟩ ⟨j, t⟩
    simp only [Matrix.conjTranspose_apply, Matrix.kroneckerMap_apply, star_mul']
  -- `1 ⊗ U` is an isometry
  have hiso : ((1 : Matrix n n ℂ) ⊗ₖ U)ᴴ * ((1 : Matrix n n ℂ) ⊗ₖ U) = 1 := by
    rw [hct, ← Matrix.mul_kronecker_mul, hU', Matrix.conjTranspose_one, Matrix.mul_one,
      Matrix.one_kronecker_one]
  have h1 : ‖(1 : Matrix n n ℂ) ⊗ₖ U‖ ≤ 1 := norm_le_one_of_isometry _ hiso
  have hfac : A ⊗ₖ U = (A ⊗ₖ (1 : Matrix p p ℂ)) * ((1 : Matrix n n ℂ) ⊗ₖ U) := by
    rw [← Matrix.mul_kronecker_mul, Matrix.mul_one, Matrix.one_mul]
  rw [hfac]
  calc ‖(A ⊗ₖ (1 : Matrix p p ℂ)) * ((1 : Matrix n n ℂ) ⊗ₖ U)‖
      ≤ ‖A ⊗ₖ (1 : Matrix p p ℂ)‖ * ‖(1 : Matrix n n ℂ) ⊗ₖ U‖ := Matrix.l2_opNorm_mul _ _
    _ ≤ ‖A ⊗ₖ (1 : Matrix p p ℂ)‖ := mul_le_of_le_one_right (norm_nonneg _) h1
    _ ≤ ‖A‖ := norm_kronecker_one_le A

end OperatorNorm

/-- The amplitude `√((n - k) / n)` of `e_k ⊗ up` in the image of `e_k`. -/
def upAmp (n k : ℕ) : ℝ := Real.sqrt (((n : ℝ) - k) / n)

/-- The amplitude `√(k / n)` of `e_(k-1) ⊗ down` in the image of `e_k`. -/
def downAmp (n k : ℕ) : ℝ := Real.sqrt ((k : ℝ) / n)

/-- The coupling map `V_n : ℂ^(n+1) → ℂ^n ⊗ ℂ²`, sending `e_k` to
`√((n-k)/n) e_k ⊗ up + √(k/n) e_(k-1) ⊗ down`, with `up = 0` and `down = 1`. -/
def coupling (n : ℕ) : Matrix (Fin n × Fin 2) (Fin (n + 1)) ℂ :=
  Matrix.of fun a k =>
    if a.2 = 0 then (if (a.1 : ℕ) = (k : ℕ) then ((upAmp n k : ℝ) : ℂ) else 0)
    else (if (a.1 : ℕ) + 1 = (k : ℕ) then ((downAmp n k : ℝ) : ℂ) else 0)

/-- The Risbo step `A ↦ V_n† (A ⊗ U) V_n` from dimension `n` to dimension `n + 1`. -/
def risboStep (n : ℕ) (U : Matrix (Fin 2) (Fin 2) ℂ) (A : Matrix (Fin n) (Fin n) ℂ) :
    Matrix (Fin (n + 1)) (Fin (n + 1)) ℂ :=
  (coupling n)ᴴ * (A ⊗ₖ U) * coupling n

/-- The exact Risbo recursion, started from the `1 × 1` identity. -/
def risbo (U : Matrix (Fin 2) (Fin 2) ℂ) : (k : ℕ) → Matrix (Fin (k + 1)) (Fin (k + 1)) ℂ
  | 0 => 1
  | k + 1 => risboStep (k + 1) U (risbo U k)

/-- For `n ≥ 1` the coupling map is an isometry: `V_n† V_n = 1`. -/
theorem coupling_isometry (n : ℕ) (hn : 0 < n) : (coupling n)ᴴ * coupling n = 1 := by
  have hn0 : (n : ℝ) ≠ 0 := Nat.cast_ne_zero.mpr hn.ne'
  have eu : ∀ (j : Fin n) (k : Fin (n + 1)), coupling n (j, 0) k
      = if (j : ℕ) = (k : ℕ) then ((upAmp n k : ℝ) : ℂ) else 0 := by
    intro j k
    simp [coupling]
  have ed : ∀ (j : Fin n) (k : Fin (n + 1)), coupling n (j, 1) k
      = if (j : ℕ) + 1 = (k : ℕ) then ((downAmp n k : ℝ) : ℂ) else 0 := by
    intro j k
    simp [coupling]
  have hone : ∀ (q : ℕ) (c : ℂ), q < n → ∑ j : Fin n, (if (j : ℕ) = q then c else 0) = c := by
    intro q c hq
    rw [Finset.sum_eq_single (⟨q, hq⟩ : Fin n)]
    · simp
    · intro b _ hb
      exact if_neg fun h => hb (Fin.ext h)
    · intro h
      exact absurd (Finset.mem_univ _) h
  -- the missing state `e_n ⊗ up` carries amplitude zero
  have S1 : ∀ q : ℕ, q ≤ n →
      ∑ j : Fin n, (if (j : ℕ) = q then (((((n : ℝ) - q) / n : ℝ)) : ℂ) else 0)
        = (((((n : ℝ) - q) / n : ℝ)) : ℂ) := by
    intro q hq
    rcases Nat.lt_or_eq_of_le hq with h | h
    · exact hone q _ h
    · rw [h]
      simp
  -- the missing state `e_(-1) ⊗ down` carries amplitude zero
  have S2 : ∀ q : ℕ, q ≤ n →
      ∑ j : Fin n, (if (j : ℕ) + 1 = q then ((((q : ℝ) / n : ℝ)) : ℂ) else 0)
        = ((((q : ℝ) / n : ℝ)) : ℂ) := by
    intro q hq
    cases q with
    | zero => simp
    | succ q =>
      simp only [add_left_inj]
      exact hone q _ (by omega)
  ext k l
  rw [Matrix.mul_apply, Fintype.sum_prod_type]
  simp only [Fin.sum_univ_two, Matrix.conjTranspose_apply]
  rw [Finset.sum_add_distrib]
  by_cases hkl : k = l
  · subst hkl
    have hk : (k : ℕ) ≤ n := Nat.lt_succ_iff.mp k.isLt
    have hu : 0 ≤ ((n : ℝ) - (k : ℕ)) / n :=
      div_nonneg (sub_nonneg.mpr (by exact_mod_cast hk)) (Nat.cast_nonneg n)
    have hd : 0 ≤ ((k : ℕ) : ℝ) / n := div_nonneg (Nat.cast_nonneg _) (Nat.cast_nonneg n)
    have h1 : ∀ j : Fin n, star (coupling n (j, 0) k) * coupling n (j, 0) k
        = if (j : ℕ) = (k : ℕ) then (((((n : ℝ) - (k : ℕ)) / n : ℝ)) : ℂ) else 0 := by
      intro j
      rw [eu]
      split_ifs
      · rw [Complex.star_def, Complex.conj_ofReal, ← Complex.ofReal_mul, upAmp,
          Real.mul_self_sqrt hu]
      · simp
    have h2 : ∀ j : Fin n, star (coupling n (j, 1) k) * coupling n (j, 1) k
        = if (j : ℕ) + 1 = (k : ℕ) then (((((k : ℕ) : ℝ) / n : ℝ)) : ℂ) else 0 := by
      intro j
      rw [ed]
      split_ifs
      · rw [Complex.star_def, Complex.conj_ofReal, ← Complex.ofReal_mul, downAmp,
          Real.mul_self_sqrt hd]
      · simp
    simp only [h1, h2]
    -- `(n - k) / n + k / n = 1`
    rw [S1 _ hk, S2 _ hk, Matrix.one_apply_eq, ← Complex.ofReal_add, ← add_div,
      sub_add_cancel, div_self hn0, Complex.ofReal_one]
  · -- different columns have disjoint supports
    have hv : (k : ℕ) ≠ (l : ℕ) := fun h => hkl (Fin.ext h)
    have h1 : ∀ j : Fin n, star (coupling n (j, 0) k) * coupling n (j, 0) l = 0 := by
      intro j
      rw [eu j k, eu j l]
      split_ifs <;> first | (exfalso; omega) | simp
    have h2 : ∀ j : Fin n, star (coupling n (j, 1) k) * coupling n (j, 1) l = 0 := by
      intro j
      rw [ed j k, ed j l]
      split_ifs <;> first | (exfalso; omega) | simp
    rw [Matrix.one_apply_ne hkl]
    simp only [h1, h2, Finset.sum_const_zero, add_zero]

/-- For unitary `U` the Risbo step does not increase the L2 operator norm. -/
theorem norm_risboStep_le (n : ℕ) {U : Matrix (Fin 2) (Fin 2) ℂ}
    (hU : U ∈ Matrix.unitaryGroup (Fin 2) ℂ) (A : Matrix (Fin (n + 1)) (Fin (n + 1)) ℂ) :
    ‖risboStep (n + 1) U A‖ ≤ ‖A‖ := by
  have hV : ‖coupling (n + 1)‖ ≤ 1 :=
    norm_le_one_of_isometry _ (coupling_isometry (n + 1) (Nat.succ_pos n))
  have hV' : ‖(coupling (n + 1))ᴴ‖ ≤ 1 := by
    rw [Matrix.l2_opNorm_conjTranspose]
    exact hV
  have h1 : ‖(coupling (n + 1))ᴴ * (A ⊗ₖ U) * coupling (n + 1)‖
      ≤ ‖(coupling (n + 1))ᴴ * (A ⊗ₖ U)‖ * ‖coupling (n + 1)‖ := Matrix.l2_opNorm_mul _ _
  calc ‖risboStep (n + 1) U A‖
      ≤ ‖(coupling (n + 1))ᴴ * (A ⊗ₖ U)‖ * ‖coupling (n + 1)‖ := h1
    _ ≤ ‖(coupling (n + 1))ᴴ * (A ⊗ₖ U)‖ := mul_le_of_le_one_right (norm_nonneg _) hV
    _ ≤ ‖(coupling (n + 1))ᴴ‖ * ‖A ⊗ₖ U‖ := Matrix.l2_opNorm_mul _ _
    _ ≤ ‖A ⊗ₖ U‖ := mul_le_of_le_one_left (norm_nonneg _) hV'
    _ ≤ ‖A‖ := norm_kronecker_unitary_le A hU

/-- For unitary `U` the Risbo step does not increase the operator-norm distance between two
input matrices. -/
theorem norm_risboStep_sub_le (n : ℕ) {U : Matrix (Fin 2) (Fin 2) ℂ}
    (hU : U ∈ Matrix.unitaryGroup (Fin 2) ℂ) (A B : Matrix (Fin (n + 1)) (Fin (n + 1)) ℂ) :
    ‖risboStep (n + 1) U A - risboStep (n + 1) U B‖ ≤ ‖A - B‖ := by
  have hk : (A - B) ⊗ₖ U = A ⊗ₖ U - B ⊗ₖ U := by
    ext a b
    simp [Matrix.kroneckerMap_apply, sub_mul]
  -- the step is linear in its input
  have hlin : risboStep (n + 1) U A - risboStep (n + 1) U B = risboStep (n + 1) U (A - B) := by
    unfold risboStep
    rw [hk, Matrix.mul_sub, Matrix.sub_mul]
  rw [hlin]
  exact norm_risboStep_le n hU (A - B)

/-- For unitary `U`, if for each `k < N` the matrix `C (k + 1)` differs from the Risbo step of `C k`
by at most `ε k`, the error after `N` steps is at most the initial error plus the sum of the `ε k`.
-/
theorem risbo_error_le_sum {U : Matrix (Fin 2) (Fin 2) ℂ}
    (hU : U ∈ Matrix.unitaryGroup (Fin 2) ℂ)
    (C : (k : ℕ) → Matrix (Fin (k + 1)) (Fin (k + 1)) ℂ) (ε : ℕ → ℝ) (N : ℕ)
    (h : ∀ k < N, ‖C (k + 1) - risboStep (k + 1) U (C k)‖ ≤ ε k) :
    ‖C N - risbo U N‖ ≤ ‖C 0 - 1‖ + ∑ k ∈ Finset.range N, ε k := by
  induction N with
  | zero => simp [risbo]
  | succ N ih =>
    have h1 := ih fun k hk => h k (Nat.lt_succ_of_lt hk)
    have h2 := h N (Nat.lt_succ_self N)
    have h3 : ‖risboStep (N + 1) U (C N) - risboStep (N + 1) U (risbo U N)‖
        ≤ ‖C N - risbo U N‖ := norm_risboStep_sub_le N hU _ _
    -- new local error plus propagated old error
    have e : C (N + 1) - risbo U (N + 1) = (C (N + 1) - risboStep (N + 1) U (C N))
        + (risboStep (N + 1) U (C N) - risboStep (N + 1) U (risbo U N)) := by
      show C (N + 1) - risboStep (N + 1) U (risbo U N) = _
      exact (sub_add_sub_cancel _ _ _).symm
    have h4 : ‖C (N + 1) - risbo U (N + 1)‖ ≤ ‖C (N + 1) - risboStep (N + 1) U (C N)‖
        + ‖risboStep (N + 1) U (C N) - risboStep (N + 1) U (risbo U N)‖ := by
      rw [e]
      exact norm_add_le _ _
    rw [Finset.sum_range_succ]
    linarith

/-- For unitary `U`, an exact start and an error of at most `ε` in each of `N` Risbo steps, the
computed matrix lies within `N ε` of the exact one in L2 operator norm. -/
theorem risbo_error_le {U : Matrix (Fin 2) (Fin 2) ℂ}
    (hU : U ∈ Matrix.unitaryGroup (Fin 2) ℂ)
    (C : (k : ℕ) → Matrix (Fin (k + 1)) (Fin (k + 1)) ℂ) (ε : ℝ) (N : ℕ) (h0 : C 0 = 1)
    (h : ∀ k < N, ‖C (k + 1) - risboStep (k + 1) U (C k)‖ ≤ ε) :
    ‖C N - risbo U N‖ ≤ N * ε := by
  have hs : ‖C N - risbo U N‖ ≤ ‖C 0 - 1‖ + ∑ _k ∈ Finset.range N, ε :=
    risbo_error_le_sum hU C (fun _ => ε) N h
  have hz : ‖C 0 - 1‖ = 0 := by
    rw [h0, sub_self]
    exact norm_zero
  rw [hz, zero_add, Finset.sum_const, Finset.card_range, nsmul_eq_mul] at hs
  exact hs

/-- The first step of the exact recursion returns the `2 × 2` matrix `U`. -/
theorem risbo_one (U : Matrix (Fin 2) (Fin 2) ℂ) : risbo U 1 = U := by
  change risboStep 1 U 1 = U
  have hc : ∀ (j : Fin 1) (s k : Fin 2), coupling 1 (j, s) k = if s = k then 1 else 0 := by
    intro j s k
    fin_cases j
    fin_cases s <;> fin_cases k <;> simp [coupling, upAmp, downAmp]
  have hent : ∀ i j : Fin 2, risboStep 1 U 1 i j = U i j := by
    intro i j
    fin_cases i <;> fin_cases j <;>
      simp [risboStep, Matrix.mul_apply, Fintype.sum_prod_type, hc]
  exact Matrix.ext hent

/-- The sequence `(1 + k ε) · 1` of multiples of the identity. -/
def driftSeq (ε : ℝ) (k : ℕ) : Matrix (Fin (k + 1)) (Fin (k + 1)) ℂ :=
  (((1 + (k : ℝ) * ε : ℝ)) : ℂ) • (1 : Matrix (Fin (k + 1)) (Fin (k + 1)) ℂ)

/-- The bound `N ε` is attained: for `U = 1` and `ε ≥ 0` the sequence `(1 + k ε) · 1` starts
exactly, makes an error of exactly `ε` in each step, and is off by exactly `N ε` after `N` steps. -/
theorem risbo_error_sharp (ε : ℝ) (hε : 0 ≤ ε) :
    driftSeq ε 0 = 1 ∧
    (∀ k, ‖driftSeq ε (k + 1) - risboStep (k + 1) 1 (driftSeq ε k)‖ = ε) ∧
    ∀ N, ‖driftSeq ε N - risbo 1 N‖ = N * ε := by
  -- for `U = 1` the step preserves multiples of the identity
  have hstep : ∀ (n : ℕ) (c : ℂ),
      risboStep (n + 1) 1 (c • (1 : Matrix (Fin (n + 1)) (Fin (n + 1)) ℂ)) = c • 1 := by
    intro n c
    unfold risboStep
    rw [Matrix.smul_kronecker, Matrix.one_kronecker_one, Matrix.mul_smul, Matrix.smul_mul,
      Matrix.mul_one, coupling_isometry (n + 1) (Nat.succ_pos n)]
  have hr : ∀ N, risbo 1 N = 1 := by
    intro N
    induction N with
    | zero => rfl
    | succ n ih =>
      show risboStep (n + 1) 1 (risbo 1 n) = 1
      rw [ih]
      simpa only [one_smul] using hstep n 1
  have hone : ∀ n : ℕ, ‖(1 : Matrix (Fin (n + 1)) (Fin (n + 1)) ℂ)‖ = 1 := by
    intro n
    have h : ‖(1 : Matrix (Fin (n + 1)) (Fin (n + 1)) ℂ)ᴴ
        * (1 : Matrix (Fin (n + 1)) (Fin (n + 1)) ℂ)‖
        = ‖(1 : Matrix (Fin (n + 1)) (Fin (n + 1)) ℂ)‖
          * ‖(1 : Matrix (Fin (n + 1)) (Fin (n + 1)) ℂ)‖ :=
      Matrix.l2_opNorm_conjTranspose_mul_self _
    rw [Matrix.conjTranspose_one, Matrix.mul_one] at h
    have hne1 : (1 : Matrix (Fin (n + 1)) (Fin (n + 1)) ℂ) ≠ 0 := by
      intro h0
      have h00 := congrFun (congrFun h0 0) 0
      simp at h00
    have hne : ‖(1 : Matrix (Fin (n + 1)) (Fin (n + 1)) ℂ)‖ ≠ 0 := norm_ne_zero_iff.mpr hne1
    exact mul_left_cancel₀ hne (h.symm.trans (mul_one _).symm)
  have hgen : ∀ (a b : ℕ) (c : ℂ) (M : Matrix (Fin a) (Fin b) ℂ), ‖c • M‖ = ‖c‖ * ‖M‖ :=
    fun a b c M => norm_smul c M
  have hsm : ∀ (n : ℕ) (r : ℝ), 0 ≤ r →
      ‖(r : ℂ) • (1 : Matrix (Fin (n + 1)) (Fin (n + 1)) ℂ)‖ = r := by
    intro n r hr0
    have h : ‖(r : ℂ) • (1 : Matrix (Fin (n + 1)) (Fin (n + 1)) ℂ)‖
        = ‖(r : ℂ)‖ * ‖(1 : Matrix (Fin (n + 1)) (Fin (n + 1)) ℂ)‖ := hgen _ _ _ _
    rw [h, hone, mul_one, Complex.norm_real, Real.norm_of_nonneg hr0]
  refine ⟨by simp [driftSeq], fun k => ?_, fun N => ?_⟩
  · have e : driftSeq ε (k + 1) - risboStep (k + 1) 1 (driftSeq ε k)
        = (ε : ℂ) • (1 : Matrix (Fin (k + 1 + 1)) (Fin (k + 1 + 1)) ℂ) := by
      unfold driftSeq
      rw [hstep]
      ext i j
      simp only [Matrix.sub_apply, Matrix.smul_apply, smul_eq_mul]
      push_cast
      ring
    rw [e]
    exact hsm (k + 1) ε hε
  · have e : driftSeq ε N - risbo 1 N
        = ((((N : ℝ) * ε : ℝ)) : ℂ) • (1 : Matrix (Fin (N + 1)) (Fin (N + 1)) ℂ) := by
      rw [hr]
      ext i j
      simp only [driftSeq, Matrix.sub_apply, Matrix.smul_apply, smul_eq_mul]
      push_cast
      ring
    rw [e]
    exact hsm N _ (mul_nonneg (Nat.cast_nonneg N) hε)

end

end RisboStability
```

```lean
#print axioms RisboStability.norm_risboStep_sub_le
#print axioms RisboStability.risbo_error_le
#print axioms RisboStability.risbo_one
#print axioms RisboStability.risbo_error_sharp
```

```
'RisboStability.norm_risboStep_sub_le' depends on axioms: [propext, Classical.choice, Quot.sound]
'RisboStability.risbo_error_le' depends on axioms: [propext, Classical.choice, Quot.sound]
'RisboStability.risbo_one' depends on axioms: [propext, Classical.choice, Quot.sound]
'RisboStability.risbo_error_sharp' depends on axioms: [propext, Classical.choice, Quot.sound]
```

## Reading the statement

`coupling n` is $V_n$, with rows indexed by `Fin n × Fin 2`, where 0 is up and 1 is down. `risboStep n U` is $R_n$, and `risbo U k` is $D_k$, of size $k+1$. The norm theorems use `risboStep (n + 1)`, which excludes the empty input.

The hypothesis `h` of `risbo_error_le` stands for the rounding error of one step, measured against the step with the exact unitary $U$, so that the error of a rounded $U$ is included; its size is assumed, not derived from floating-point arithmetic. That $D_N$ is the spin-$N/2$ rotation matrix belonging to $U$ when $\det U=1$ (for other unitary $U$ a phase factor is added) is the physical reading, of which the file establishes the case $N=1$ in `risbo_one`.

In the Frobenius norm the step would not be a contraction: for $U=1$ it takes the identity of norm $\sqrt n$ to one of norm $\sqrt{n+1}$.

## How the proof runs

`sum_sq_mulVec_le` and `opNorm_le_of_sum_sq` translate between the operator norm and sums of squared moduli. `norm_kronecker_one_le` uses both for the slicing argument, and `norm_kronecker_unitary_le` adds the factor $1\otimes U$ through `norm_le_one_of_isometry`.

In `coupling_isometry`, `by_cases` separates equal from different columns; `S1` and `S2` handle the two absent vectors. `norm_risboStep_le` multiplies the norms, and `norm_risboStep_sub_le` adds linearity. The induction in `risbo_error_le_sum` splits the error as above, and `linarith` adds the estimates. `risbo_error_le` specialises to constant $\varepsilon$, while `risbo_error_sharp` computes with `driftSeq`.
